# A spin state of N electrons with one beta spin satisfies S²ψ = (N/2)(N/2 − 1)ψ exactly when its coefficients sum to zero

The theorem `spinSq_oneBeta_iff` concerns `N` spins, one per site, in a state ψ = ∑ cᵢeᵢ, where eᵢ has beta spin at site i and alpha spin everywhere else. The coefficients are real, and ψ need not be normalised and may be zero. The theorem says that S²ψ = (N/2)(N/2 − 1)ψ, in units of ħ², which is the equation for total spin N/2 − 1, holds exactly when ∑ cᵢ = 0. The proof applies S₊, which gives the all-alpha state with amplitude ∑ cᵢ, and then S₋, which gives every eⱼ that same amplitude. S²ψ is therefore (N/2)(N/2 − 1)ψ plus (∑ cᵢ) ∑ eⱼ, and the equation holds exactly when the extra term vanishes.

This version doesn't compile in Lean 4 with Mathlib:

```lean
import Mathlib

open Matrix

namespace SerberGenealogical

noncomputable section

variable {N : ℕ}

/-- A real spin state of `N` electrons: an amplitude for every set of sites carrying beta spin. -/
abbrev SpinState (N : ℕ) := Finset (Fin N) → ℝ

/-- The raising operator `S₊`, which turns one beta spin into alpha. -/
def raise (ψ : SpinState N) : SpinState N :=
  fun A => ∑ i, if i ∈ A then 0 else ψ (insert i A)

/-- The lowering operator `S₋`, which turns one alpha spin into beta. -/
def lower (ψ : SpinState N) : SpinState N :=
  fun A => ∑ i, if i ∈ A then ψ (A.erase i) else 0

/-- The operator `S_z` in units of `ħ`. -/
def spinZ (ψ : SpinState N) : SpinState N :=
  fun A => ((N : ℝ) / 2 - A.card) * ψ A

/-- The total spin operator `S² = S₋ S₊ + S_z² + S_z`. -/
def spinSq (ψ : SpinState N) : SpinState N :=
  lower (raise ψ) + spinZ (spinZ ψ) + spinZ ψ

/-- The state `∑ cᵢ eᵢ`, where `eᵢ` has beta spin only at site `i`. -/
def oneBeta (c : Fin N → ℝ) : SpinState N :=
  fun A => ∑ i, if A = {i} then c i else 0

/-- The amplitude of `∑ cᵢ eᵢ` on `eᵢ` is `cᵢ`. -/
theorem oneBeta_singleton (c : Fin N → ℝ) (i : Fin N) : oneBeta c {i} = c i := by
  simp [oneBeta]

/-- One-beta states have `S_z = N/2 - 1`. -/
theorem spinZ_oneBeta (c : Fin N → ℝ) :
    spinZ (oneBeta c) = ((N : ℝ) / 2 - 1) • oneBeta c := by
  ext A
  simp only [spinZ, oneBeta, Pi.smul_apply, smul_eq_mul, Finset.mul_sum]
  refine Finset.sum_congr rfl fun i _ => ?_
  split_ifs with h
  · subst h
    simp
  · simp

/-- A one-beta state `ψ` satisfies `S² ψ = (N/2) (N/2 - 1) ψ` exactly when its coefficients sum to
zero. -/
theorem spinSq_oneBeta_iff (c : Fin N → ℝ) :
    spinSq (oneBeta c) = ((N : ℝ) / 2 * ((N : ℝ) / 2 - 1)) • oneBeta c ↔ ∑ i, c i = 0 := by
  -- raising leads to the all-alpha state with amplitude `∑ c`
  have hr : raise (oneBeta c) = fun A => if A = ∅ then ∑ i, c i else 0 := by
    ext A
    by_cases hA : A = ∅
    · subst hA
      simp [raise, oneBeta]
    · rw [if_neg hA]
      refine Finset.sum_eq_zero fun i _ => ?_
      split_ifs with hi
      · rfl
      · refine Finset.sum_eq_zero fun j _ => if_neg fun h => hA ?_
        have h1 := congrArg Finset.card h
        rw [Finset.card_insert_of_notMem hi, Finset.card_singleton] at h1
        exact Finset.card_eq_zero.mp (by omega)
  -- lowering spreads that amplitude evenly over the sites
  have hl : ∀ A, lower (raise (oneBeta c)) A = oneBeta (fun _ => ∑ i, c i) A := by
    intro A
    rw [hr]
    refine Finset.sum_congr rfl fun i _ => ?_
    by_cases h : A = {i}
    · subst h
      simp
    · rw [if_neg h]
      split_ifs with hi h0
      · exact absurd (by rw [← Finset.insert_erase hi, h0]; rfl) h
      · rfl
      · rfl
  have key : ∀ A, spinSq (oneBeta c) A =
      (N : ℝ) / 2 * ((N : ℝ) / 2 - 1) * oneBeta c A + oneBeta (fun _ => ∑ i, c i) A := by
    intro A
    have hz : ((N : ℝ) / 2 - A.card) * oneBeta c A = ((N : ℝ) / 2 - 1) * oneBeta c A :=
      congrFun (spinZ_oneBeta c) A
    simp only [spinSq, Pi.add_apply, hl, spinZ]
    linear_combination (((N : ℝ) / 2 - A.card) + ((N : ℝ) / 2 - 1) + 1) * hz
  constructor
  · intro h
    rcases isEmpty_or_nonempty (Fin N) with hN | ⟨⟨i⟩⟩
    · simp
    · have h1 := congrFun h {i}
      rw [key, oneBeta_singleton (fun _ => ∑ i, c i)] at h1
      simp only [Pi.smul_apply, smul_eq_mul] at h1
      linarith
  · intro h
    ext A
    rw [key, h]
    simp [oneBeta]

end

end SerberGenealogical
```

Lean reports:

```
Main.lean:76:24: warning: unused name: h0
Main.lean:77:55: error(lean.unknownIdentifier): Unknown identifier `h0`
Main.lean:77:22: error: unsolved goals
N : ℕ
c : Fin N → ℝ
hr : raise (oneBeta c) = fun A => if A = ∅ then ∑ i, c i else 0
A : Finset (Fin N)
i : Fin N
x✝ : i ∈ Finset.univ
h : ¬A = {i}
hi : i ∈ A
⊢ insert i (A.erase i) = {i}
Main.lean:79:6: error: No goals to be solved
```

The repair, with which the file compiles:

```diff
@@ -65,5 +65,5 @@
         rw [Finset.card_insert_of_notMem hi, Finset.card_singleton] at h1
         exact Finset.card_eq_zero.mp (by omega)
-  -- lowering spreads that amplitude evenly over the sites
+  -- lowering gives every `eⱼ` that same amplitude
   have hl : ∀ A, lower (raise (oneBeta c)) A = oneBeta (fun _ => ∑ i, c i) A := by
     intro A
@@ -74,6 +74,7 @@
       simp
     · rw [if_neg h]
+      beta_reduce
       split_ifs with hi h0
-      · exact absurd (by rw [← Finset.insert_erase hi, h0]; rfl) h
+      · exact absurd (by rw [← Finset.insert_erase hi, h0, insert_empty_eq]) h
       · rfl
       · rfl
```

Cause. The errors all come from the step `hl`, which computes the effect of S₋. There `rw [hr]` replaces `raise (oneBeta c)` by a function `fun A => if A = ∅ then … else 0`, and when `split_ifs` runs, this function is still applied, unreduced, to `A.erase i`. The condition of the inner `if` is then about the function's own bound variable, so `split_ifs` can't split on it. It splits only on `i ∈ A` and leaves two goals where the proof expects three. Hence the name `h0` is unused, the first bullet can't find it and its `rw` stops with a goal unsolved, and the third bullet has nothing to prove.

The added `beta_reduce` carries out the application, so the inner condition becomes `A.erase i = ∅`. `split_ifs` then gives three goals, with `h0` available in the first.

Replacing `rfl` by `insert_empty_eq` names the fact needed after rewriting with `h0`, that `insert i ∅` is `{i}`. Lean never reached the old `rfl`, so the messages don't show whether it would have worked. The new comment is mere tidying.
